# Löwdin partitioning: in a Hermitian matrix, an eigenvalue at distance $d>0$ from the spectrum of the block coupled through $v$ lies within $\|v\|^2/d$ of the remaining diagonal element

A G0W0 calculation in the diagonal approximation keeps, for a chosen Kohn–Sham orbital $\phi_0$, only the element $\langle\phi_0|\Sigma^{xc}-v^{xc}|\phi_0\rangle$ of the difference between the GW self-energy $\Sigma^{xc}$ and the exchange-correlation potential $v^{xc}$. The elements connecting $\phi_0$ to the other orbitals are discarded, and their smallness alone does not make the error second order. The matrix $\begin{pmatrix} a & t\\ t & a\end{pmatrix}$ with real $a$ and $t$ has eigenvalues $a\pm t$, which differ from the diagonal element at first order in the coupling $t$. The error becomes quadratic when the level is separated from the spectrum of the remaining orbitals. For a finite Hermitian matrix that does not depend on frequency, this is an exact inequality: an eigenvalue $E$ at distance at least $d>0$ from that spectrum obeys $|E-a|\le\|v\|^2/d$, where $a$ is the diagonal element and $v$ the column of discarded couplings.

## One orbital coupled to a finite set of others

The chosen orbital carries the label $0$ and the others carry labels $i,j$ from a finite set `n`. All matrices are complex.

```lean
import Mathlib

open Matrix

namespace LowdinSecondOrder

noncomputable section

variable {n : Type*} [Fintype n] [DecidableEq n]
```

A real number $\mu$ is an eigenvalue of a matrix $M$ if $Mx=\mu x$ for some $x\neq0$. The eigenvector need not be normalised.

```lean
/-- The real number `μ` is an eigenvalue of `M`: there is a non-zero vector with `M x = μ x`. -/
def IsEigenvalue {m : Type*} [Fintype m] (M : Matrix m m ℂ) (μ : ℝ) : Prop :=
  ∃ x : m → ℂ, x ≠ 0 ∧ M *ᵥ x = (μ : ℂ) • x
```

The quasiparticle matrix is
$$H=\begin{pmatrix} a & v^*\\ v & C\end{pmatrix},\qquad H_{00}=a\in\mathbb R,\quad H_{i0}=v_i,\quad H_{0j}=\overline{v_j},\quad H_{ij}=C_{ij},$$
with a star for the conjugate transpose. The index type is `Unit ⊕ n`, in which `Sum.inl ()` is orbital $0$ and `Sum.inr i` is orbital $i$.

```lean
/-- The matrix with real diagonal element `a`, coupling column `v`, row `v*` and block `C`. -/
def blockH (a : ℝ) (v : n → ℂ) (C : Matrix n n ℂ) : Matrix (Unit ⊕ n) (Unit ⊕ n) ℂ :=
  fromBlocks (of fun _ _ => (a : ℂ)) (of fun _ j => star (v j)) (of fun i _ => v i) C
```

In G0W0 terms, $a$ is the Kohn–Sham energy of $\phi_0$ plus the real diagonal correction, $v_i=\langle\phi_i|\Sigma^{xc}-v^{xc}|\phi_0\rangle$, and $C$ holds everything among the other orbitals, off-diagonal elements included. The true $\Sigma^{xc}(\omega)$ depends on the frequency $\omega$ and has an anti-Hermitian part that gives finite lifetimes. The model freezes the frequency and keeps the Hermitian part, and it derives nothing about the size of $v$ from the GW expression.

For real $E$, write $E-C$ for $E\cdot 1-C$.

```lean
/-- The shifted block `E - C`. -/
def shifted (C : Matrix n n ℂ) (E : ℝ) : Matrix n n ℂ := (E : ℂ) • (1 : Matrix n n ℂ) - C
```

The Löwdin self-energy, to be kept apart from $\Sigma^{xc}$, is $\Sigma(E)=\langle v,(E-C)^{-1}v\rangle$ with $\langle v,w\rangle=\sum_i\overline{v_i}w_i$.

```lean
/-- The Löwdin self-energy `⟨v, (E - C)⁻¹ v⟩`. -/
def selfEnergy (v : n → ℂ) (C : Matrix n n ℂ) (E : ℝ) : ℂ :=
  star v ⬝ᵥ ((shifted C E)⁻¹ *ᵥ v)
```

The product `⬝ᵥ` conjugates nothing, so the conjugation is supplied by `star v`. Mathlib sets the inverse of a singular matrix to zero, which would turn the Löwdin equation into $E=a$; invertibility, written `IsUnit (shifted C E).det`, therefore appears as a hypothesis or a conclusion wherever `selfEnergy` does.

The coupling strength is $\|v\|^2=\sum_i|v_i|^2$.

```lean
/-- The squared Euclidean norm of a vector. -/
def sqNorm (v : n → ℂ) : ℝ := ∑ i, ‖v i‖ ^ 2
```

The bound needs the Euclidean norm, written here as an explicit sum. On the type `n → ℂ` Mathlib's own norm is the largest modulus of a component, and a bound stated with it would ignore that many couplings of equal size add up.

If $C^*=C$, then $H^*=H$: the corner is real, the row is the conjugate of the column, and the lower block is Hermitian by assumption.

```lean
omit [Fintype n] [DecidableEq n] in
/-- The block matrix is Hermitian when `C` is. -/
theorem blockH_isHermitian (a : ℝ) (v : n → ℂ) {C : Matrix n n ℂ} (hC : C.IsHermitian) :
    (blockH a v C).IsHermitian := by
  show (blockH a v C)ᴴ = blockH a v C
  ext i j
  rcases i with i | i <;> rcases j with j | j
  · simp [blockH]
  · simp [blockH]
  · simp [blockH]
  · simpa [blockH] using hC.apply i j
```

The four cases of the proof are the four blocks. The later theorems do not call on this one; it records that the model is Hermitian, the setting in which a definition with real eigenvalues loses nothing.

## Eliminating the other orbitals

Write a vector as $(x_0,y)$, with amplitude $x_0$ on orbital $0$ and amplitudes $y_i$ on the rest. Row $0$ and rows $i$ of $H(x_0,y)=E(x_0,y)$ read
$$a x_0+\langle v,y\rangle=E x_0,\qquad x_0 v+Cy=Ey .$$

```lean
omit [DecidableEq n] in
/-- The eigenvalue equation for the vector `(x₀, y)` splits into one equation per block. -/
theorem blockH_mulVec_iff (a E : ℝ) (v y : n → ℂ) (x0 : ℂ) (C : Matrix n n ℂ) :
    blockH a v C *ᵥ Sum.elim (fun _ => x0) y = (E : ℂ) • Sum.elim (fun _ => x0) y ↔
      (a : ℂ) * x0 + star v ⬝ᵥ y = E * x0 ∧ x0 • v + C *ᵥ y = (E : ℂ) • y := by
  constructor
  · intro h
    constructor
    · simpa [blockH, mulVec, dotProduct, Fintype.sum_sum_type] using congrFun h (Sum.inl ())
    · ext i
      have := congrFun h (Sum.inr i)
      simp [blockH, mulVec, dotProduct, Fintype.sum_sum_type] at this ⊢
      linear_combination this
  · rintro ⟨h1, h2⟩
    ext k
    rcases k with k | i
    · simpa [blockH, mulVec, dotProduct, Fintype.sum_sum_type] using h1
    · have := congrFun h2 i
      simp [blockH, mulVec, dotProduct, Fintype.sum_sum_type] at this ⊢
      linear_combination this
```

The vector $(x_0,y)$ is `Sum.elim (fun _ => x0) y`. Evaluating at `Sum.inl ()` or `Sum.inr i` selects a row, and `Fintype.sum_sum_type` splits the row sum into the term from orbital $0$ and the sum over `n`.

Suppose $E-C$ is invertible. The second equation is $(E-C)y=x_0v$, so $y=x_0(E-C)^{-1}v$. If $x_0$ vanished, $y$ would vanish with it and the vector would be zero; hence $x_0\ne0$. The first equation becomes $a x_0+x_0\Sigma(E)=Ex_0$, and dividing by $x_0$ gives
$$E=a+\Sigma(E).$$
Conversely, if this holds, $x_0=1$ and $y=(E-C)^{-1}v$ satisfy both equations, and the vector is non-zero because its first entry is $1$. Normalised, it is $(1,y)/\sqrt{1+\|y\|^2}$.

```lean
/-- Löwdin partitioning: if `E - C` is invertible, `E` is an eigenvalue of the block matrix
exactly when `E = a + ⟨v, (E - C)⁻¹ v⟩`. -/
theorem lowdin_iff (a E : ℝ) (v : n → ℂ) (C : Matrix n n ℂ) (hu : IsUnit (shifted C E).det) :
    IsEigenvalue (blockH a v C) E ↔ (E : ℂ) = a + selfEnergy v C E := by
  have hs : ∀ y : n → ℂ, shifted C E *ᵥ y = (E : ℂ) • y - C *ᵥ y := by
    intro y
    ext i
    simp [shifted, mulVec, dotProduct, one_apply, sub_mul, Finset.sum_sub_distrib]
  unfold selfEnergy
  constructor
  · rintro ⟨x, hx, h⟩
    obtain ⟨x0, y, rfl⟩ : ∃ (x0 : ℂ) (y : n → ℂ), x = Sum.elim (fun _ => x0) y :=
      ⟨x (Sum.inl ()), fun i => x (Sum.inr i), by ext k; rcases k with k | k <;> rfl⟩
    obtain ⟨h1, h2⟩ := (blockH_mulVec_iff a E v y x0 C).mp h
    have hM : shifted C E *ᵥ y = x0 • v := by
      rw [hs, ← h2]; abel
    -- solve the lower block for y
    have hy : y = x0 • ((shifted C E)⁻¹ *ᵥ v) :=
      calc y = (shifted C E)⁻¹ *ᵥ (shifted C E *ᵥ y) := by
            rw [mulVec_mulVec, nonsing_inv_mul _ hu, one_mulVec]
        _ = x0 • ((shifted C E)⁻¹ *ᵥ v) := by rw [hM, mulVec_smul]
    -- the eigenvector has weight on the first state
    have hx0 : x0 ≠ 0 := by
      intro h0
      apply hx
      ext k
      rcases k with k | k <;> simp [hy, h0]
    rw [hy, dotProduct_smul, smul_eq_mul] at h1
    exact mul_left_cancel₀ hx0 (by linear_combination -h1)
  · intro hE
    refine ⟨Sum.elim (fun _ => 1) ((shifted C E)⁻¹ *ᵥ v), fun h => ?_, ?_⟩
    · simpa using congrFun h (Sum.inl ())
    · refine (blockH_mulVec_iff a E v _ 1 C).mpr ⟨by linear_combination -hE, ?_⟩
      have hv : shifted C E *ᵥ ((shifted C E)⁻¹ *ᵥ v) = v := by
        rw [mulVec_mulVec, mul_nonsing_inv _ hu, one_mulVec]
      rw [one_smul]
      exact eq_sub_iff_add_eq.mp ((hs _).symm.trans hv).symm
```

The steps `hM`, `hy` and `hx0` are the rearranged lower equation, its solution and $x_0\neq0$, and `mul_left_cancel₀ hx0` is the division. The equivalence holds for any square $C$, Hermitian or not, and for real $E$. It is exact to all orders in $v$, but implicit, since $E$ stands on both sides.

## The self-energy as a sum over poles

A Hermitian $C$ has orthonormal eigenvectors with real eigenvalues $\lambda_j$. Placed as the columns of a matrix $U$, they give $U^*U=1$ and $CU=U\,\mathrm{diag}(\lambda_j)$. No column is zero, because $(U^*U)_{jj}=1$, so each $\lambda_j$ is an eigenvalue in the sense defined above.

```lean
/-- A Hermitian block is diagonalised by a unitary matrix, and the real diagonal entries are
eigenvalues of it. -/
theorem exists_diagonalisation {C : Matrix n n ℂ} (hC : C.IsHermitian) :
    ∃ (U : Matrix n n ℂ) (lam : n → ℝ), Uᴴ * U = 1 ∧
      C * U = U * diagonal (fun j => (lam j : ℂ)) ∧ ∀ j, IsEigenvalue C (lam j) := by
  obtain ⟨U, lam, hU, hcol⟩ : ∃ (U : Matrix n n ℂ) (lam : n → ℝ), Uᴴ * U = 1 ∧
      ∀ j, C *ᵥ (fun i => U i j) = (lam j : ℂ) • (fun i => U i j) := by
    refine ⟨(hC.eigenvectorUnitary : Matrix n n ℂ), hC.eigenvalues,
      mem_unitaryGroup_iff'.mp hC.eigenvectorUnitary.2, fun j => ?_⟩
    ext i
    have := congrFun (hC.mulVec_eigenvectorBasis j) i
    rw [Pi.smul_apply, Complex.real_smul] at this
    exact this
  refine ⟨U, lam, hU, ?_, fun j => ⟨fun i => U i j, fun h => ?_, hcol j⟩⟩
  · ext i j
    have h : (C * U) i j = (lam j : ℂ) * U i j := congrFun (hcol j) i
    rw [h, mul_diagonal]
    ring
  · have h0 : ∀ i, U i j = 0 := fun i => congrFun h i
    have := congrFun (congrFun hU j) j
    simp [mul_apply, h0] at this
```

The matrix and the numbers `lam j` come from Mathlib's spectral theorem, as `hC.eigenvectorUnitary` and `hC.eigenvalues`. The statement `hcol` is the eigenvalue equation column by column, and the last branch is the argument from the diagonal of $U^*U$.

Let $E\neq\lambda_j$ for all $j$. For a square matrix $U^*U=1$ implies $UU^*=1$. From $(E-C)U=U\,\mathrm{diag}(E-\lambda_j)$,
$$(E-C)\,U\,\mathrm{diag}\!\left(\tfrac1{E-\lambda_j}\right)U^*=U\,\mathrm{diag}(E-\lambda_j)\,\mathrm{diag}\!\left(\tfrac1{E-\lambda_j}\right)U^*=UU^*=1,$$
so $E-C$ is invertible with this inverse. Put $c=U^*v$, the couplings of orbital $0$ to the eigenvectors of $C$. Then $v^*U=c^*$ and
$$\Sigma(E)=\sum_j\frac{\overline{c_j}\,c_j}{E-\lambda_j}=\sum_j\frac{|c_j|^2}{E-\lambda_j},$$
a real number.

```lean
/-- Pole expansion: if the unitary `U` diagonalises `C` with entries `λ_j ≠ E`, then `E - C` is
invertible and the self-energy is `∑ j, |(U* v)_j|² / (E - λ_j)`. -/
theorem selfEnergy_poles (E : ℝ) (v : n → ℂ) (C U : Matrix n n ℂ) (lam : n → ℝ)
    (hU : Uᴴ * U = 1) (hCU : C * U = U * diagonal (fun j => (lam j : ℂ)))
    (hne : ∀ j, E ≠ lam j) :
    IsUnit (shifted C E).det ∧
      selfEnergy v C E = ((∑ j, ‖(Uᴴ *ᵥ v) j‖ ^ 2 / (E - lam j) : ℝ) : ℂ) := by
  have hU' : U * Uᴴ = 1 := mul_eq_one_comm.mp hU
  have h1 : shifted C E * U = U * diagonal (fun j => (E : ℂ) - lam j) := by
    unfold shifted
    rw [Matrix.sub_mul, Matrix.smul_mul, Matrix.one_mul, hCU]
    ext i j
    simp [mul_diagonal]
    ring
  have hD : diagonal (fun j => (E : ℂ) - lam j) * diagonal (fun j => ((E : ℂ) - lam j)⁻¹)
      = (1 : Matrix n n ℂ) := by
    rw [diagonal_mul_diagonal, ← diagonal_one]
    congr 1
    funext j
    exact mul_inv_cancel₀ (sub_ne_zero.mpr (by exact_mod_cast hne j))
  -- the resolvent in the eigenbasis of C
  have hinv : shifted C E * (U * diagonal (fun j => ((E : ℂ) - lam j)⁻¹) * Uᴴ) = 1 := by
    rw [← Matrix.mul_assoc, ← Matrix.mul_assoc, h1, Matrix.mul_assoc U, hD, Matrix.mul_one, hU']
  refine ⟨Matrix.isUnit_det_of_right_inverse hinv, ?_⟩
  have hst : star v ᵥ* U = star (Uᴴ *ᵥ v) := by
    rw [star_mulVec, conjTranspose_conjTranspose]
  unfold selfEnergy
  rw [inv_eq_right_inv hinv, ← mulVec_mulVec, ← mulVec_mulVec, dotProduct_mulVec, hst]
  generalize Uᴴ *ᵥ v = c
  simp only [dotProduct, mulVec_diagonal, Pi.star_apply]
  push_cast
  refine Finset.sum_congr rfl fun j _ => ?_
  have : star (c j) * c j = (‖c j‖ : ℂ) ^ 2 := Complex.conj_mul' _
  rw [div_eq_mul_inv]
  linear_combination ((E : ℂ) - lam j)⁻¹ * this
```

Here `h1` is the intertwining relation, `hD` the product of the two diagonal matrices, `hinv` the displayed chain and `hst` the identity $v^*U=c^*$. The sum has the shape of second-order perturbation theory, with the exact $E$ and the exact spectrum of $C$ in the denominators.

## The gap bound

Assume $|E-\mu|\ge d>0$ for every eigenvalue $\mu$ of $C$. The constant $d$ stands for the isolation of the level: no eigenstate of $C$ has an energy closer to $E$ than $d$. It is an input, and it fails to exist exactly when $E$ is itself an eigenvalue of $C$. The gap gives $E\neq\lambda_j$, so the pole sum applies. Parseval's identity is $\|c\|^2=v^*UU^*v=\|v\|^2$. Then
$$|\Sigma(E)|\le\sum_j\frac{|c_j|^2}{|E-\lambda_j|}\le\sum_j\frac{|c_j|^2}{d}=\frac{\|v\|^2}{d}.$$

```lean
/-- At distance at least `d > 0` from every eigenvalue of the Hermitian block `C`, the matrix
`E - C` is invertible and the self-energy has modulus at most `‖v‖² / d`. -/
theorem selfEnergy_bound {E d : ℝ} (v : n → ℂ) {C : Matrix n n ℂ} (hC : C.IsHermitian)
    (hd : 0 < d) (hgap : ∀ μ, IsEigenvalue C μ → d ≤ |E - μ|) :
    IsUnit (shifted C E).det ∧ ‖selfEnergy v C E‖ ≤ sqNorm v / d := by
  obtain ⟨U, lam, hU, hCU, hev⟩ := exists_diagonalisation hC
  have hne : ∀ j, E ≠ lam j := by
    intro j h
    have := hgap _ (hev j)
    rw [h, sub_self, abs_zero] at this
    linarith
  obtain ⟨hu, hpole⟩ := selfEnergy_poles E v C U lam hU hCU hne
  refine ⟨hu, ?_⟩
  have hn : ∀ w : n → ℂ, star w ⬝ᵥ w = ((sqNorm w : ℝ) : ℂ) := by
    intro w
    simp only [dotProduct, sqNorm, Pi.star_apply]
    push_cast
    exact Finset.sum_congr rfl fun j _ => Complex.conj_mul' _
  -- Parseval: the pole strengths add up to ‖v‖²
  have hpar : sqNorm (Uᴴ *ᵥ v) = sqNorm v := by
    apply Complex.ofReal_injective
    rw [← hn, ← hn, star_mulVec, conjTranspose_conjTranspose, ← dotProduct_mulVec,
      mulVec_mulVec, mul_eq_one_comm.mp hU, one_mulVec]
  rw [hpole, Complex.norm_real, Real.norm_eq_abs]
  calc |∑ j, ‖(Uᴴ *ᵥ v) j‖ ^ 2 / (E - lam j)|
      ≤ ∑ j, |‖(Uᴴ *ᵥ v) j‖ ^ 2 / (E - lam j)| := Finset.abs_sum_le_sum_abs _ _
    _ ≤ ∑ j, ‖(Uᴴ *ᵥ v) j‖ ^ 2 / d := by
        refine Finset.sum_le_sum fun j _ => ?_
        rw [abs_div, abs_of_nonneg (sq_nonneg ‖(Uᴴ *ᵥ v) j‖)]
        exact div_le_div_of_nonneg_left (sq_nonneg _) hd (hgap _ (hev j))
    _ = sqNorm v / d := by
        rw [← Finset.sum_div]
        congr 1
```

The three lines of the `calc` block are the triangle inequality, the gap applied term by term, and `hpar`, which is Parseval's identity. In this theorem $E$ is any real number with the gap, eigenvalue of $H$ or not.

If $E$ is also an eigenvalue of $H$, invertibility lets the elimination go through, $E-a=\Sigma(E)$, and so
$$|E-a|\le\frac{\|v\|^2}{d}.$$

```lean
/-- An eigenvalue `E` of the block matrix at distance at least `d > 0` from every eigenvalue of
the Hermitian block `C` has `E - C` invertible, solves `E = a + ⟨v, (E - C)⁻¹ v⟩`, and obeys
`|E - a| ≤ ‖v‖² / d`. -/
theorem eigenvalue_second_order {a E d : ℝ} {v : n → ℂ} {C : Matrix n n ℂ}
    (hC : C.IsHermitian) (hd : 0 < d) (hE : IsEigenvalue (blockH a v C) E)
    (hgap : ∀ μ, IsEigenvalue C μ → d ≤ |E - μ|) :
    IsUnit (shifted C E).det ∧ (E : ℂ) = a + selfEnergy v C E ∧ |E - a| ≤ sqNorm v / d := by
  obtain ⟨hu, hb⟩ := selfEnergy_bound v hC hd hgap
  have h := (lowdin_iff a E v C hu).mp hE
  refine ⟨hu, h, ?_⟩
  have hS : ((E - a : ℝ) : ℂ) = selfEnergy v C E := by
    push_cast
    linear_combination h
  rwa [← hS, Complex.norm_real, Real.norm_eq_abs] at hb
```

In words: for Hermitian $C$ (`hC`), positive $d$ (`hd`), an eigenvalue $E$ of $H$ (`hE`) and the gap between $E$ and every eigenvalue of $C$ (`hgap`), the matrix $E-C$ is invertible, $E=a+\Sigma(E)$ as complex numbers, and $|E-a|\le\|v\|^2/d$. The step `hS` turns the modulus of the complex $\Sigma(E)$ into the absolute value of the real $E-a$. If `n` is empty, the gap condition is vacuous, $\|v\|^2=0$, and the conclusion is $E=a$.

"Second order" here means this inequality: at fixed $d$ the bound is quadratic in $v$. The theorem starts from a given eigenvalue with a gap; it does not show that one exists near $a$, and it bounds neither the change of the eigenvector nor the effect of frequency dependence. For the diagonal approximation of G0W0 it limits the energy error due to off-diagonal elements, within a finite basis and for a static Hermitian quasiparticle matrix.

## A two-level case with equality

Take $a=0$, $v=(2)$, $C=(-3)$, so that $H=\begin{pmatrix}0&2\\2&-3\end{pmatrix}$. Then $H(2,1)=(2,1)$, so $E=1$ is an eigenvalue, with normalised eigenvector $(2,1)/\sqrt5$. The only eigenvalue of $C$ is $-3$, at distance $d=4$, and $|E-a|=1=4/4=\|v\|^2/d$. The factor $1$ in front of $\|v\|^2/d$ is therefore the best possible.

```lean
/-- For `a = 0`, `v = (2)`, `C = (-3)`, `E = 1`, `d = 4` the hypotheses on `C`, `E` and the gap
hold and `|E - a| = ‖v‖² / d`. -/
theorem eigenvalue_second_order_witness :
    (!![-3] : Matrix (Fin 1) (Fin 1) ℂ).IsHermitian ∧
      IsEigenvalue (blockH 0 ![2] !![-3]) 1 ∧
      (∀ μ, IsEigenvalue (!![-3] : Matrix (Fin 1) (Fin 1) ℂ) μ → (4 : ℝ) ≤ |1 - μ|) ∧
      |(1 : ℝ) - 0| = sqNorm ![2] / 4 := by
  refine ⟨?_, ⟨Sum.elim (fun _ => 2) ![1], fun h => ?_, ?_⟩, ?_, ?_⟩
  · show (!![-3] : Matrix (Fin 1) (Fin 1) ℂ)ᴴ = !![-3]
    ext i j
    fin_cases i
    fin_cases j
    simp
  · simpa using congrFun h (Sum.inl ())
  · refine (blockH_mulVec_iff 0 1 _ _ 2 _).mpr ⟨by simp [dotProduct], ?_⟩
    ext i
    fin_cases i
    norm_num [mulVec, dotProduct]
  · rintro μ ⟨x, hx, h⟩
    have hx0 : x 0 ≠ 0 := by
      intro h0
      apply hx
      ext i
      fin_cases i
      simpa using h0
    have h0 : (-3 : ℂ) * x 0 = μ * x 0 := by
      simpa [mulVec, dotProduct, Matrix.vecHead] using congrFun h 0
    have hμ : (-3 : ℝ) = μ := by exact_mod_cast mul_right_cancel₀ hx0 h0
    rw [← hμ]
    norm_num
  · norm_num [sqNorm]

end

end LowdinSecondOrder
```

The code uses the unnormalised vector $(2,1)$, verifies it through `blockH_mulVec_iff`, and finds $\mu=-3$ by cancelling the non-zero component `x 0`.

## Measuring the gap from $E$, and using the bound

The remarks from here on are argued by hand and are not among the theorems checked in Lean. Perturbation theory has denominators $a-\lambda_j$, which suggests measuring $d$ from $a$. With that change the inequality is false for a general eigenvalue. The same $H$ has characteristic equation $E^2+3E-4=0$ and a second eigenvalue $E=-4$. The distance from $a=0$ to $-3$ is $3$, which would give the bound $4/3$, whereas $|E-a|=4$. Measured from $E=-4$ the gap is $1$, and the bound $4/1$ holds. Likewise, $d$ refers to the eigenvalues of $C$ and not to its diagonal entries.

In a code that evaluates the full matrix of $\Sigma^{xc}-v^{xc}$ at one frequency and takes its Hermitian part, the quantities are at hand: $v$ is a column with its diagonal entry removed, and $C$ is the matrix with that row and column deleted and the Kohn–Sham energies of the remaining orbitals added on its diagonal. The value $\Sigma(E)$ needs no explicit inverse, since one solves $(E-C)y=v$ and forms $\langle v,y\rangle$; a root of $E-a-\Sigma(E)$ away from the poles is an eigenvalue of $H$. Before $E$ is known, $d>0$ can be measured from $a$. The resulting $\|v\|^2/d$ does not bound every eigenvalue, as the example shows, but it does bound one. With $\Sigma$ written as the pole sum, $E-a-\Sigma(E)$ rises from $-\infty$ to $+\infty$ on each interval marked off by the poles with $c_j\neq0$, so it has a root $E$ in the interval containing $a$, and this root is an eigenvalue of $H$. If $E>a$, the poles above contribute negative terms and those below have $E-\lambda_j>a-\lambda_j\ge d$, so $E-a\le\|v\|^2/d$; the case $E<a$ is symmetric. In the example this root is $E=1$, and $1\le4/3$. For the energy, $\|v\|^2/d$ is to be compared with the accuracy wanted. A value above it does not prove the diagonal approximation bad, since the bound can overestimate the error.

```lean
#print axioms LowdinSecondOrder.blockH_isHermitian
-- 'LowdinSecondOrder.blockH_isHermitian' depends on axioms: [propext, Classical.choice, Quot.sound]
#print axioms LowdinSecondOrder.eigenvalue_second_order
-- 'LowdinSecondOrder.eigenvalue_second_order' depends on axioms: [propext, Classical.choice, Quot.sound]
```
